# A spin-1 ion in a hard-axis field has a degenerate ground level exactly when $h^2 = 2E(E+D)$

## Spin matrices, Hamiltonian and levels

The basis is that of $S_z$, ordered $m = 1, 0, -1$. A state is a vector $v = (v_0, v_1, v_2)$ of complex amplitudes, so the index 0 belongs to $m=1$ and the index 2 to $m=-1$. Spin is measured in units of $\hbar$.

In Lean 4 with Mathlib:

```lean
import Mathlib

open Matrix

namespace SpinOneTunnelSplitting

noncomputable section
```

The transverse matrices share the factor $\kappa = \sqrt2/2$.

```lean
/-- The factor `√2 / 2` in the transverse spin-one matrices. -/
def κ : ℂ := ((√2 / 2 : ℝ) : ℂ)
```

With it, $S_x$ has entries $\kappa$ next to the diagonal.

```lean
/-- The spin-one matrix `S_x` in the basis `m = 1, 0, -1`. -/
def Sx : Matrix (Fin 3) (Fin 3) ℂ := κ • !![0, 1, 0; 1, 0, 1; 0, 1, 0]
```

$S_y$ has entries $\mp i\kappa$ in the same places.

```lean
/-- The spin-one matrix `S_y` in the basis `m = 1, 0, -1`. -/
def Sy : Matrix (Fin 3) (Fin 3) ℂ :=
  κ • !![0, -Complex.I, 0; Complex.I, 0, -Complex.I; 0, Complex.I, 0]
```

$S_z$ is diagonal.

```lean
/-- The spin-one matrix `S_z` in the basis `m = 1, 0, -1`. -/
def Sz : Matrix (Fin 3) (Fin 3) ℂ := !![1, 0, 0; 0, 0, 0; 0, 0, -1]
```

The Hamiltonian is

$$H = -D S_z^2 + E(S_x^2 - S_y^2) - h S_x ,$$

where $D$, $E$ and $h$ are real energies. The first two describe the zero-field splitting, and $h = g\mu_B B_x$ up to sign, with $g$ the g-factor, $\mu_B$ the Bohr magneton and $B_x$ the field along $x$. In this sign convention a positive $D$ favours $m = \pm1$.

```lean
/-- The spin Hamiltonian `-D S_z² + E (S_x² - S_y²) - h S_x`. -/
def hamiltonian (D E h : ℝ) : Matrix (Fin 3) (Fin 3) ℂ :=
  (-(D : ℂ)) • (Sz * Sz) + (E : ℂ) • (Sx * Sx - Sy * Sy) - (h : ℂ) • Sx
```

The theorem assumes $E > 0$ and $E + D > 0$, which covers all $D, E > 0$. The coefficients of $S_x^2$, $S_y^2$ and $S_z^2$ are $E$, $-E$ and $-D$, so the two conditions say that $x$ has the largest one: the field points along the hard axis.

A level is a real number $e$ with $Hv = ev$ for some $v \neq 0$. Restricting to real numbers loses nothing, because $H$ is Hermitian.

```lean
/-- The real number `e` is an eigenvalue of `M`. -/
def IsLevel (M : Matrix (Fin 3) (Fin 3) ℂ) (e : ℝ) : Prop :=
  ∃ v : Fin 3 → ℂ, v ≠ 0 ∧ M *ᵥ v = (e : ℂ) • v
```

The ground level is a level that lies below or at every other level.

```lean
/-- The number `e` is the lowest real eigenvalue of `M`. -/
def IsGroundLevel (M : Matrix (Fin 3) (Fin 3) ℂ) (e : ℝ) : Prop :=
  IsLevel M e ∧ ∀ e', IsLevel M e' → e ≤ e'
```

A level is degenerate when it has at least two linearly independent eigenvectors.

```lean
/-- There are two linearly independent eigenvectors of `M` with eigenvalue `e`. -/
def IsDegenerate (M : Matrix (Fin 3) (Fin 3) ℂ) (e : ℝ) : Prop :=
  ∃ v w : Fin 3 → ℂ, LinearIndependent ℂ ![v, w] ∧
    M *ᵥ v = (e : ℂ) • v ∧ M *ᵥ w = (e : ℂ) • w
```

## Checking the spin algebra

The only arithmetic fact needed about $\kappa$ is $\kappa^2 = 1/2$.

```lean
/-- The square of the factor `√2 / 2` is one half. -/
theorem κ_mul_κ : κ * κ = 1 / 2 := by
  have h2 : √2 / 2 * (√2 / 2) = (1 / 2 : ℝ) := by
    linear_combination (Real.mul_self_sqrt (show (0 : ℝ) ≤ 2 by norm_num)) / 4
  rw [κ, ← Complex.ofReal_mul, h2]
  norm_num
```

The matrices satisfy $[S_x,S_y] = iS_z$ and its cyclic permutations. Each matrix is fixed by the other two through these relations, so a wrong sign or factor in just one of them would be detected. A wrong sign of $\kappa$ would not be, since it reverses $S_x$ and $S_y$ together; in $H$ it amounts to $h \to -h$, which leaves the energies unchanged. The proof compares the matrices entry by entry.

```lean
/-- The three matrices obey the angular momentum commutation relations. -/
theorem spin_commutators :
    Sx * Sy - Sy * Sx = Complex.I • Sz ∧ Sy * Sz - Sz * Sy = Complex.I • Sx ∧
      Sz * Sx - Sx * Sz = Complex.I • Sy := by
  refine ⟨?_, ?_, ?_⟩
  · rw [Sx, Sy, Sz, smul_mul_smul_comm, smul_mul_smul_comm, κ_mul_κ]
    ext i j
    fin_cases i <;> fin_cases j <;> simp <;> ring
  · ext i j
    fin_cases i <;> fin_cases j <;> simp [Sx, Sy, Sz] <;> ring
  · have hI : Complex.I * (κ * Complex.I) = -κ := by
      linear_combination κ * Complex.I_mul_I
    ext i j
    fin_cases i <;> fin_cases j <;> simp [Sx, Sy, Sz, hI]
```

## The eigenvalue equation in components

Squaring the matrices gives $S_z^2 = \mathrm{diag}(1,0,1)$, while $S_x^2 - S_y^2$ has entries 1 in the two off-diagonal corners and 0 elsewhere. Hence

$$H = \begin{pmatrix} -D & -h\kappa & E \\ -h\kappa & 0 & -h\kappa \\ E & -h\kappa & -D \end{pmatrix},$$

and $Hv = ev$ is equivalent to

$$\begin{aligned} -Dv_0 - h\kappa v_1 + Ev_2 &= e v_0,\\ -h\kappa(v_0+v_2) &= e v_1,\\ Ev_0 - h\kappa v_1 - Dv_2 &= e v_2. \end{aligned}$$

In the proof, `hxy` and `hz` are the two squared terms, `hM` is the matrix and `key` is its product with $v$.

```lean
/-- The eigenvalue equation of the spin Hamiltonian, written in components. -/
theorem eigen_iff (D E h e : ℝ) (v : Fin 3 → ℂ) :
    hamiltonian D E h *ᵥ v = (e : ℂ) • v ↔
      -D * v 0 - h * κ * v 1 + E * v 2 = e * v 0 ∧
      -(h * κ * (v 0 + v 2)) = e * v 1 ∧
      E * v 0 - h * κ * v 1 - D * v 2 = e * v 2 := by
  have hxy : Sx * Sx - Sy * Sy = !![0, 0, 1; 0, 0, 0; 1, 0, 0] := by
    rw [Sx, Sy, smul_mul_smul_comm, smul_mul_smul_comm, κ_mul_κ]
    ext i j
    fin_cases i <;> fin_cases j <;> norm_num [Matrix.mul_apply, Fin.sum_univ_three]
  have hz : Sz * Sz = !![1, 0, 0; 0, 0, 0; 0, 0, 1] := by
    ext i j
    fin_cases i <;> fin_cases j <;> simp [Sz, Matrix.mul_apply, Fin.sum_univ_three]
  have hM : hamiltonian D E h =
      !![-(D : ℂ), -(h * κ), E; -(h * κ), 0, -(h * κ); E, -(h * κ), -(D : ℂ)] := by
    rw [hamiltonian, hxy, hz, Sx]
    ext i j
    fin_cases i <;> fin_cases j <;> simp
  have key : hamiltonian D E h *ᵥ v = ![-D * v 0 - h * κ * v 1 + E * v 2,
      -(h * κ * (v 0 + v 2)), E * v 0 - h * κ * v 1 - D * v 2] := by
    rw [hM]
    ext i
    fin_cases i <;> simp [Matrix.mulVec, dotProduct, Fin.sum_univ_three] <;> ring
  rw [key]
  constructor
  · intro H
    exact ⟨congrFun H 0, congrFun H 1, congrFun H 2⟩
  · rintro ⟨h0, h1, h2⟩
    ext i
    fin_cases i
    exacts [h0, h1, h2]
```

## Odd and even sectors

$H$ is unchanged when $m=1$ and $m=-1$ are exchanged. Subtracting the third equation from the first leaves the odd part alone:

$$(e + D + E)(v_0 - v_2) = 0 .$$

Adding them gives $(e+D-E)(v_0+v_2) = -2h\kappa v_1$. Multiply this by $e$ and replace $e v_1$ by $-h\kappa(v_0+v_2)$. Since $2\kappa^2 = 1$,

$$\bigl(e(e+D-E) - h^2\bigr)(v_0+v_2) = 0 .$$

Multiplying the middle equation by $e+D-E$ instead, and then using the sum, gives the same factor times $v_1$:

$$\bigl(e(e+D-E) - h^2\bigr)v_1 = 0 .$$

Each `linear_combination` below records the multipliers of this elimination.

```lean
/-- For an eigenvector, the odd part `v₀ - v₂` and the even parts `v₀ + v₂` and `v₁`
each obey a scalar equation for the energy. -/
theorem sector_equations {D E h e : ℝ} {v : Fin 3 → ℂ}
    (hv : hamiltonian D E h *ᵥ v = (e : ℂ) • v) :
    ((e + D + E : ℝ) : ℂ) * (v 0 - v 2) = 0 ∧
      ((e * (e + D - E) - h ^ 2 : ℝ) : ℂ) * (v 0 + v 2) = 0 ∧
      ((e * (e + D - E) - h ^ 2 : ℝ) : ℂ) * v 1 = 0 := by
  obtain ⟨h0, h1, h2⟩ := (eigen_iff D E h e v).1 hv
  push_cast
  refine ⟨?_, ?_, ?_⟩
  · linear_combination h2 - h0
  · linear_combination (-(e : ℂ)) * (h0 + h2) + 2 * h * κ * h1
      + 2 * (h : ℂ) ^ 2 * (v 0 + v 2) * κ_mul_κ
  · linear_combination (-((e : ℂ) + D - E)) * h1 + h * κ * (h0 + h2)
      + 2 * (h : ℂ) ^ 2 * v 1 * κ_mul_κ
```

Conversely, each sector equation comes with an explicit solution. The odd one is $(1,0,-1)$ at $e = -D-E$, or $(1,0,-1)/\sqrt2$ when normalised. The even one is $(e, -\sqrt2\,h, e)$ when $e(e+D-E) = h^2$. Its first component equation reads $-De + h^2 + Ee = e^2$, which is the energy equation again, and its second reads $-2h\kappa e = -2h\kappa e$. The normalised state is $(e,-\sqrt2\,h,e)/\sqrt{2(e^2+h^2)}$, unless $e = h = 0$, where the vector vanishes. The theorem states only that the eigenvalue equation holds, so it remains true there.

```lean
/-- The vector `(1, 0, -1)` solves the eigenvalue equation at `e = -D - E`, and
`(e, -√2 h, e)` solves it when `e (e + D - E) = h²`. -/
theorem sector_states (D E h e : ℝ) :
    (e = -D - E → hamiltonian D E h *ᵥ ![1, 0, -1] = (e : ℂ) • ![1, 0, -1]) ∧
      (e * (e + D - E) = h ^ 2 → hamiltonian D E h *ᵥ ![(e : ℂ), -2 * h * κ, e] =
        (e : ℂ) • ![(e : ℂ), -2 * h * κ, e]) := by
  have build (a b c : ℂ) (h0 : -D * a - h * κ * b + E * c = e * a)
      (h1 : -(h * κ * (a + c)) = e * b) (h2 : E * a - h * κ * b - D * c = e * c) :
      hamiltonian D E h *ᵥ ![a, b, c] = (e : ℂ) • ![a, b, c] :=
    (eigen_iff D E h e _).2 ⟨h0, h1, h2⟩
  constructor <;> intro he
  · have hc : (e : ℂ) = -D - E := by exact_mod_cast he
    exact build _ _ _ (by linear_combination -hc) (by ring) (by linear_combination hc)
  · have hc : (e : ℂ) * (e + D - E) = h ^ 2 := by exact_mod_cast he
    exact build _ _ _ (by linear_combination 2 * (h : ℂ) ^ 2 * κ_mul_κ - hc) (by ring)
      (by linear_combination 2 * (h : ℂ) ^ 2 * κ_mul_κ - hc)
```

The odd state makes $-D-E$ a level at every field. Any other level must solve the even equation: if $e$ solved neither, the sector equations would force $v_0-v_2$, $v_0+v_2$ and $v_1$ to vanish, and with them $v$.

```lean
/-- The energy `-D - E` is a level, and every other level solves
`e (e + D - E) = h²`. -/
theorem levels (D E h : ℝ) : IsLevel (hamiltonian D E h) (-D - E) ∧
    ∀ e, IsLevel (hamiltonian D E h) e → e = -D - E ∨ e * (e + D - E) = h ^ 2 := by
  refine ⟨⟨![1, 0, -1], fun h0 => one_ne_zero (α := ℂ) (congrFun h0 0),
    (sector_states D E h (-D - E)).1 rfl⟩, ?_⟩
  rintro e ⟨v, hv, hev⟩
  obtain ⟨ho, hs, h1⟩ := sector_equations hev
  by_contra hcon
  obtain ⟨hn1, hn2⟩ := not_or.1 hcon
  have c1 : ((e + D + E : ℝ) : ℂ) ≠ 0 :=
    Complex.ofReal_ne_zero.2 fun hc => hn1 (by linarith)
  have c2 : ((e * (e + D - E) - h ^ 2 : ℝ) : ℂ) ≠ 0 :=
    Complex.ofReal_ne_zero.2 fun hc => hn2 (by linarith)
  have a := (mul_eq_zero.1 ho).resolve_left c1
  have b := (mul_eq_zero.1 hs).resolve_left c2
  have v0 : v 0 = 0 := by linear_combination (a + b) / 2
  have v2 : v 2 = 0 := by linear_combination (b - a) / 2
  apply hv
  ext i
  fin_cases i
  exacts [v0, (mul_eq_zero.1 h1).resolve_left c2, v2]
```

There is thus at least one level and there are at most three, so a lowest one always exists.

## A nonzero degenerate level needs both sectors

Let $e \neq 0$ have independent eigenvectors $v$ and $w$. Some nonzero eigenvector $x$ then has $x_0 = 0$: take $v$ if $v_0 = 0$, and $w_0 v - v_0 w$ otherwise. If $x_2$ were zero too, the middle equation would give $e x_1 = 0$, hence $x = 0$. So $x_2 \neq 0$, and both $x_0 - x_2$ and $x_0 + x_2$ are nonzero. The sector equations then force both

$$e = -D-E \quad\text{and}\quad e(e+D-E) = h^2 .$$

In the other direction, if both equations hold, the odd and the even state are eigenvectors for the same $e$. They are independent: $s(1,0,-1) + t(e,-\sqrt2\,h,e) = 0$ gives $s + te = 0$ and $-s + te = 0$, hence $s = 0$ and, as $e \neq 0$, $t = 0$.

```lean
/-- A nonzero energy is degenerate exactly when it solves the energy equations of both
the odd and the even sector. -/
theorem degenerate_iff {D E h e : ℝ} (he : e ≠ 0) :
    IsDegenerate (hamiltonian D E h) e ↔ e = -D - E ∧ e * (e + D - E) = h ^ 2 := by
  have hec : (e : ℂ) ≠ 0 := Complex.ofReal_ne_zero.2 he
  constructor
  · rintro ⟨v, w, hli, hv, hw⟩
    rw [LinearIndependent.pair_iff] at hli
    -- a degenerate level has an eigenvector without m = 1 component
    obtain ⟨x, hx, x0, hxe⟩ : ∃ x : Fin 3 → ℂ, x ≠ 0 ∧ x 0 = 0 ∧
        hamiltonian D E h *ᵥ x = (e : ℂ) • x := by
      by_cases v0 : v 0 = 0
      · exact ⟨v, fun hz => one_ne_zero (hli 1 0 (by simp [hz])).1, v0, hv⟩
      · refine ⟨w 0 • v + (-v 0) • w,
          fun hz => v0 (neg_eq_zero.1 (hli _ _ hz).2), ?_, ?_⟩
        · change w 0 * v 0 + -v 0 * w 0 = 0
          ring
        · rw [Matrix.mulVec_add, Matrix.mulVec_smul, Matrix.mulVec_smul, hv, hw]
          module
    obtain ⟨ho, hs, -⟩ := sector_equations hxe
    have hm := ((eigen_iff D E h e x).1 hxe).2.1
    have x2 : x 2 ≠ 0 := by
      intro x2
      rw [x0, x2, add_zero, mul_zero, neg_zero] at hm
      apply hx
      ext i
      fin_cases i
      exacts [x0, (mul_eq_zero.1 hm.symm).resolve_left hec, x2]
    -- so both its odd and its even part are nonzero
    have p := Complex.ofReal_eq_zero.1
      ((mul_eq_zero.1 ho).resolve_right (by simpa [x0] using x2))
    have q := Complex.ofReal_eq_zero.1
      ((mul_eq_zero.1 hs).resolve_right (by simpa [x0] using x2))
    exact ⟨by linarith, by linarith⟩
  · rintro ⟨h1, h2⟩
    refine ⟨_, _, ?_, (sector_states D E h e).1 h1, (sector_states D E h e).2 h2⟩
    rw [LinearIndependent.pair_iff]
    intro s t hst
    have p : s * 1 + t * e = 0 := congrFun hst 0
    have q : s * (-1) + t * e = 0 := congrFun hst 2
    have ht : t * e = 0 := by linear_combination (p + q) / 2
    exact ⟨by linear_combination (p - q) / 2, (mul_eq_zero.1 ht).resolve_right hec⟩
```

## The odd state at the bottom of the spectrum

Suppose $E > 0$, $E + D > 0$ and $h^2 \le 2E(E+D)$, and let $e'$ be a level below $-D-E$. It solves the even equation, so

$$(-D-E-e')(2E-e') = e'(e'+D-E) - 2E(E+D) = h^2 - 2E(E+D) \le 0 .$$

But $e' < -D-E < 0 < 2E$ makes both factors on the left positive, a contradiction. The odd state is therefore a ground state up to and including the critical field.

```lean
/-- For `h² ≤ 2E(E + D)` the ground level is `-D - E`. -/
theorem odd_ground {D E h : ℝ} (hE : 0 < E) (hDE : 0 < E + D)
    (hh : h ^ 2 ≤ 2 * E * (E + D)) : IsGroundLevel (hamiltonian D E h) (-D - E) := by
  refine ⟨(levels D E h).1, fun e' he' => ?_⟩
  rcases (levels D E h).2 e' he' with h1 | h1
  · exact h1.ge
  · by_contra hlt
    have a : 0 < -D - E - e' := by linarith [not_le.1 hlt]
    have b : 0 < 2 * E - e' := by linarith
    linarith [mul_pos a b]
```

## The field at which the splitting closes

Let $e$ be the ground level. It is at most $-D-E$, which is negative, so the criterion for nonzero levels applies. If $e$ is degenerate, then $e = -D-E$, and the even equation becomes

$$h^2 = (-D-E)(-2E) = 2E(E+D).$$

Conversely, at this field the previous result gives $e = -D-E$, and the same computation shows that the even equation holds too. The level then belongs to both sectors and is degenerate.

In `ground_degenerate_iff`, the hypothesis `hg` says that `e` is the ground level, and the conclusion is the equivalence for that `e`. Both signs of $h$ are included.

```lean
/-- For `E > 0` and `E + D > 0`, the lowest eigenvalue of the spin Hamiltonian is
degenerate if and only if the field along `x` satisfies `h² = 2E(E + D)`. -/
theorem ground_degenerate_iff {D E h e : ℝ} (hE : 0 < E) (hDE : 0 < E + D)
    (hg : IsGroundLevel (hamiltonian D E h) e) :
    IsDegenerate (hamiltonian D E h) e ↔ h ^ 2 = 2 * E * (E + D) := by
  have hle : e ≤ -D - E := hg.2 _ (levels D E h).1
  have hneg : e < 0 := by linarith
  rw [degenerate_iff hneg.ne]
  constructor
  · rintro ⟨h1, h2⟩
    rw [← h2, h1]
    ring
  · intro hh
    have he : e = -D - E := le_antisymm hle ((odd_ground hE hDE hh.le).2 e hg.1)
    refine ⟨he, ?_⟩
    rw [hh, he]
    ring

end

end SpinOneTunnelSplitting
```

```lean
#print axioms SpinOneTunnelSplitting.spin_commutators
#print axioms SpinOneTunnelSplitting.ground_degenerate_iff
```

```
'SpinOneTunnelSplitting.spin_commutators' depends on axioms: [propext, Classical.choice, Quot.sound]
'SpinOneTunnelSplitting.ground_degenerate_iff' depends on axioms: [propext, Classical.choice, Quot.sound]
```

## Where the hypotheses matter

Without the hypothesis that $e$ is the ground level, the equivalence fails. Take $D = E = 1$ and $h = 0$. The energies are $-2, 0, 0$, so the level $0$ is degenerate although $h^2 = 0$ and $2E(E+D) = 4$. The same example shows why the two-sector criterion requires $e \neq 0$: here both states of the degenerate pair are even.

The sign conditions fix which pair of levels meets. For $D = 0$, $E = -1$ and $h = \sqrt2$, where both are violated, $h^2 = 2E(E+D)$ holds, but the energies are $-2, 1, 1$ and the ground level is single.

## The crossing in a numerical field scan

For an isolated spin-1 ion with the field exactly along the hard axis $x$, the result gives a reference value for a program that diagonalises spin Hamiltonians. When $D$ is much larger than $E$, the two lowest states at zero field are the combinations of $m = \pm1$, split by $2E$; this is the tunnel splitting that the field closes.

A scan that sorts the eigenvalues sees the gap as an absolute value with a kink at zero, and a grid of fields will usually miss the zero itself. Labelling the states by their parity under $m \leftrightarrow -m$ gives the signed difference

$$\Delta(h) = \tfrac12\Bigl(E - D - \sqrt{(D-E)^2 + 4h^2}\Bigr) + D + E$$

between the lower even energy and the odd one. It changes sign at $|h| = \sqrt{2E(E+D)}$, so a bracketing root finder can locate the crossing. For $D = 1$ and $E = 0.1$, in any energy unit, this is $|h| = \sqrt{0.22} \approx 0.469$.
